# Closed-form mean-square displacement for the Haken–Strobl chain with zero initial moments

A simulation of exciton transport often ends by dividing the mean-square displacement $M(t)$ by $2t$ and reading off a one-dimensional diffusion coefficient. For a single excitation on an infinite, uniform chain with pure dephasing, the number it should approach is known exactly, as is the whole curve leading to it.

## The curve, its bound and its two limits

Let $J$ be the nearest-neighbour coupling and $g>0$ the rate at which dephasing damps every off-diagonal density-matrix element in the site basis, with $\hbar=1$ and unit lattice spacing. For an excitation that starts on the site at the origin,

$$M(t)=\frac{4J^2}{g}\left(t+\frac{e^{-gt}-1}{g}\right),\qquad M(t)\le 2J^2t^2\quad(t\ge0),$$

with $M/t^2\to2J^2$ as $t\to0^+$ and $M/(2t)\to2J^2/g$ as $t\to\infty$.

## Testing a density-matrix propagator

The curve tests a propagator at all times, as long as the excitation has not noticeably reached the ends of the simulated chain. It also shows how long to run: $M/(2t)$ lies below its limit by a relative amount of at most $1/(gt)$, which is still about 1% at $gt=100$.

Check the meaning of the rate first. A dissipator $\gamma(L\rho L-\tfrac12\{L,\rho\})$, summed over site projectors $L$, gives $g=\gamma$; without the factor $\tfrac12$, as $\gamma(2L\rho L-\{L,\rho\})$, it gives $g=2\gamma$. Confusing the two changes the diffusion coefficient by a factor of two.

## From the generator to the displacement

In the Heisenberg picture an operator $X$ changes at the rate $\mathcal G X=i[H,X]-gX_{\text{off}}$, where $H$ is the hopping Hamiltonian and $X_{\text{off}}$ the off-diagonal part of $X$. The dephasing term stands for white noise on the site energies, equally strong on all sites and independent from site to site. The Haken–Strobl model can also include noise in the couplings, which is left out here.

For $X=x^2$ the commutator gives the flux operator $F$, with entries $F_{mn}=iJ(n^2-m^2)$ between neighbours. In $i[H,F]$ the diagonal entries are

$$2J^2\left[(m+1)^2+(m-1)^2-2m^2\right]=4J^2,$$

and the entries with $n=m\pm2$ are $-J^2$ times a second difference of squares, hence $-2J^2$. Let $T$ have entries 1 at $n=m\pm2$ and 0 elsewhere. It commutes with $H$, so

$$\mathcal G x^2=F,\qquad \mathcal G F=-gF+4J^2\,\mathbb 1-2J^2T,\qquad \mathcal G T=-gT.$$

Taking means $M=\langle x^2\rangle$, $A=\langle F\rangle$, $B=\langle T\rangle$ gives

$$M'=A,\qquad A'=-gA+4J^2-2J^2B,\qquad B'=-gB.$$

All three vanish initially. Since $(Be^{gt})'=0$, $B=0$. Then $\left[(A-4J^2/g)e^{gt}\right]'=0$ gives $A=(4J^2/g)(1-e^{-gt})$, and integration gives $M$.

For the bounds, put $y=gt\ge0$. From $e^y\ge1+y+y^2/2$ and

$$(1-y+y^2/2)(1+y+y^2/2)=1+y^4/4\ge1$$

follows $e^{-y}\le1-y+y^2/2$. Therefore $e^{-y}-(1-y+y^2/2-y^3/6)$ has a non-negative derivative and starts at zero, so it is non-negative. Inserting both bounds into $M=(4J^2/g^2)(e^{-y}-1+y)$ yields

$$2J^2t^2\left(1-\frac{gt}{3}\right)\le M\le2J^2t^2.$$

Division by $t^2$ gives the short-time limit. For $t>0$, $0\le e^{-gt}\le1$ gives

$$\frac{2J^2}{g}\left(1-\frac1{gt}\right)\le\frac{M}{2t}\le\frac{2J^2}{g},$$

and hence the long-time limit.

At fixed $t$, letting $g\to0^+$ recovers the coherent value $2J^2t^2$. At small $gt$ the closed form loses digits by cancellation, and a code should use the power series in $gt$, whose first term is this value; at $g=0$ Lean's division convention makes `meanSqDisp` zero, which is not the physical value.

## The Lean file

```lean
import Mathlib

open Filter Topology Set

namespace HakenStrobl

noncomputable section

/-- Heisenberg generator on an infinite chain with nearest-neighbour coupling `J` (ħ = 1):
`i[H, X]` minus the dephasing, at rate `g`, of the off-diagonal entries of `X`. -/
def generator (J g : ℝ) (X : ℤ → ℤ → ℂ) (m n : ℤ) : ℂ :=
  Complex.I * J * (X (m + 1) n + X (m - 1) n - X m (n + 1) - X m (n - 1))
    - (if m = n then 0 else g * X m n)

/-- The squared position operator, with unit lattice spacing. -/
def posSq (m n : ℤ) : ℂ := if m = n then (m : ℂ) ^ 2 else 0

/-- The flux operator, with entries `iJ(n² - m²)` between neighbouring sites. -/
def flux (J : ℝ) (m n : ℤ) : ℂ :=
  if n = m + 1 ∨ n = m - 1 then Complex.I * J * ((n : ℂ) ^ 2 - (m : ℂ) ^ 2) else 0

/-- The identity operator on the chain. -/
def idOp (m n : ℤ) : ℂ := if m = n then 1 else 0

/-- The coherence operator connecting sites two steps apart. -/
def twoStep (m n : ℤ) : ℂ := if n = m + 2 ∨ n = m - 2 then 1 else 0

/-- The mean-square displacement `(4J²/g)(t + (exp(-gt) - 1)/g)`, for `g ≠ 0`. -/
def meanSqDisp (J g t : ℝ) : ℝ := 4 * J ^ 2 / g * (t + (Real.exp (-(g * t)) - 1) / g)

/-- Weight of the flux operator in the evolved squared position, for `g ≠ 0`. -/
def fluxCoef (g t : ℝ) : ℝ := (1 - Real.exp (-(g * t))) / g

/-- Weight of the two-step coherence in the evolved squared position, for `g ≠ 0`. -/
def cohCoef (J g t : ℝ) : ℝ :=
  -2 * J ^ 2 * (1 - Real.exp (-(g * t)) * (1 + g * t)) / g ^ 2

/-- The squared position at time `t` in the Heisenberg picture, for `g ≠ 0`. -/
def evolvedSq (J g t : ℝ) (m n : ℤ) : ℂ :=
  posSq m n + fluxCoef g t * flux J m n + meanSqDisp J g t * idOp m n
    + cohCoef J g t * twoStep m n

/-- The Haken-Strobl moment equations for `t ≥ 0` with zero initial values: `M` is the
mean-square displacement, `A` the mean flux and `B` the mean two-step coherence. -/
structure Moments (J g : ℝ) (M A B : ℝ → ℝ) : Prop where
  dM : ∀ t, 0 ≤ t → HasDerivWithinAt M (A t) (Ici 0) t
  dA : ∀ t, 0 ≤ t →
    HasDerivWithinAt A (-g * A t + 4 * J ^ 2 - 2 * J ^ 2 * B t) (Ici 0) t
  dB : ∀ t, 0 ≤ t → HasDerivWithinAt B (-g * B t) (Ici 0) t
  M0 : M 0 = 0
  A0 : A 0 = 0
  B0 : B 0 = 0

/-- The generator maps squared position, flux and two-step coherence into one another and the
identity, with the coefficients of the moment equations. -/
theorem generator_closure (J g : ℝ) (m n : ℤ) :
    generator J g posSq m n = flux J m n ∧
    generator J g (flux J) m n
      = -g * flux J m n + 4 * J ^ 2 * idOp m n - 2 * J ^ 2 * twoStep m n ∧
    generator J g twoStep m n = -g * twoStep m n := by
  refine ⟨?_, ?_, ?_⟩
  · have h : n = m + 1 ∨ n = m - 1 ∨ (n ≠ m + 1 ∧ n ≠ m - 1) := by omega
    simp only [generator, posSq, flux]
    rcases h with rfl | rfl | h <;> split_ifs <;> first | omega | (push_cast; ring)
  · have h : n = m ∨ (n = m + 2 ∨ n = m - 2) ∨ (n ≠ m ∧ n ≠ m + 2 ∧ n ≠ m - 2) := by omega
    simp only [generator, flux, idOp, twoStep]
    rcases h with rfl | (rfl | rfl) | h
    · split_ifs <;> first
        | omega
        | (push_cast; linear_combination (-4 * (J : ℂ) ^ 2) * Complex.I_sq)
    · split_ifs <;> first
        | omega
        | (push_cast; linear_combination (2 * (J : ℂ) ^ 2) * Complex.I_sq)
    · split_ifs <;> first
        | omega
        | (push_cast; linear_combination (2 * (J : ℂ) ^ 2) * Complex.I_sq)
    · split_ifs <;> first | omega | ring
  · simp only [generator, twoStep]
    split_ifs <;> first | omega | ring

/-- For `g ≠ 0` the mean-square displacement grows at the rate `(4J²/g)(1 - exp(-gt))`. -/
theorem hasDerivAt_meanSqDisp (J : ℝ) {g : ℝ} (hg : g ≠ 0) (t : ℝ) :
    HasDerivAt (meanSqDisp J g) (4 * J ^ 2 / g * (1 - Real.exp (-(g * t)))) t := by
  have h1 := (((hasDerivAt_id' t).const_mul g).fun_neg).exp
  have h2 := ((hasDerivAt_id' t).fun_add ((h1.sub_const 1).div_const g)).const_mul
    (4 * J ^ 2 / g)
  refine h2.congr_deriv ?_
  field_simp
  ring

/-- For `g ≠ 0`, `evolvedSq` starts as the squared position and obeys the Heisenberg equation
entry by entry; its diagonal entry at the origin is `meanSqDisp`. -/
theorem evolvedSq_heisenberg (J : ℝ) {g : ℝ} (hg : g ≠ 0) :
    evolvedSq J g 0 = posSq ∧
    (∀ t m n, HasDerivAt (fun s => evolvedSq J g s m n)
      (generator J g (evolvedSq J g t) m n) t) ∧
    ∀ t, evolvedSq J g t 0 0 = meanSqDisp J g t := by
  refine ⟨?_, fun t m n => ?_, fun t => ?_⟩
  · funext m n
    simp [evolvedSq, fluxCoef, cohCoef, meanSqDisp]
  · have h1 := (((hasDerivAt_id' t).const_mul g).fun_neg).exp
    have ha : HasDerivAt (fluxCoef g) (1 - g * fluxCoef g t) t := by
      refine ((h1.const_sub 1).div_const g).congr_deriv ?_
      unfold fluxCoef
      field_simp
      ring
    have hc : HasDerivAt (meanSqDisp J g) (4 * J ^ 2 * fluxCoef g t) t := by
      refine (hasDerivAt_meanSqDisp J hg t).congr_deriv ?_
      unfold fluxCoef
      ring
    have hb : HasDerivAt (cohCoef J g)
        (-2 * J ^ 2 * fluxCoef g t - g * cohCoef J g t) t := by
      have h2 := ((hasDerivAt_id' t).const_mul g).const_add 1
      refine ((((h1.fun_mul h2).const_sub 1).const_mul (-2 * J ^ 2)).div_const
        (g ^ 2)).congr_deriv ?_
      unfold fluxCoef cohCoef
      field_simp
      ring
    -- the generator is linear and annihilates the identity
    have hid : generator J g idOp m n = 0 := by
      simp only [generator, idOp]
      split_ifs <;> first | omega | ring
    have hlin : generator J g (evolvedSq J g t) m n = generator J g posSq m n
        + fluxCoef g t * generator J g (flux J) m n
        + meanSqDisp J g t * generator J g idOp m n
        + cohCoef J g t * generator J g twoStep m n := by
      simp only [generator, evolvedSq]
      split_ifs <;> ring
    obtain ⟨e1, e2, e3⟩ := generator_closure J g m n
    rw [hlin, hid, e1, e2, e3]
    refine ((((ha.ofReal_comp.mul_const (flux J m n)).const_add (posSq m n)).fun_add
      (hc.ofReal_comp.mul_const (idOp m n))).fun_add
      (hb.ofReal_comp.mul_const (twoStep m n))).congr_deriv ?_
    push_cast
    ring
  · simp [evolvedSq, posSq, flux, idOp, twoStep]

/-- A quantity whose rate of change vanishes at all times `t ≥ 0` keeps its initial value. -/
theorem eq_initial {f : ℝ → ℝ} (h : ∀ t, 0 ≤ t → HasDerivWithinAt f 0 (Ici 0) t)
    {t : ℝ} (ht : 0 ≤ t) : f t = f 0 :=
  constant_of_has_deriv_right_zero (a := 0) (b := t)
    (fun s hs => (h s hs.1).continuousWithinAt.mono Icc_subset_Ici_self)
    (fun s hs => (h s hs.1).mono (Ici_subset_Ici.2 hs.1)) t ⟨ht, le_rfl⟩

/-- For `g > 0` the moment equations with zero initial values force `M` to be `meanSqDisp`
at all times `t ≥ 0`. -/
theorem Moments.eq_meanSqDisp {J g : ℝ} {M A B : ℝ → ℝ} (H : Moments J g M A B)
    (hg : 0 < g) {t : ℝ} (ht : 0 ≤ t) : M t = meanSqDisp J g t := by
  have hE : ∀ s, HasDerivAt (fun s => Real.exp (g * s)) (Real.exp (g * s) * (g * 1)) s :=
    fun s => ((hasDerivAt_id' s).const_mul g).exp
  -- the coherence never builds up
  have hB : ∀ s, 0 ≤ s → B s = 0 := fun s hs => by
    have h := eq_initial (f := fun s => B s * Real.exp (g * s)) (fun s hs =>
      ((H.dB s hs).fun_mul (hE s).hasDerivWithinAt).congr_deriv (by ring)) hs
    simpa [H.B0] using h
  -- the flux relaxes to its stationary value
  have hA : ∀ s, 0 ≤ s → A s = 4 * J ^ 2 / g * (1 - Real.exp (-(g * s))) := fun s hs => by
    have hc : 4 * J ^ 2 / g * g = 4 * J ^ 2 := div_mul_cancel₀ _ hg.ne'
    have h := eq_initial (f := fun s => (A s - 4 * J ^ 2 / g) * Real.exp (g * s))
      (fun s hs => (((H.dA s hs).sub_const _).fun_mul
        (hE s).hasDerivWithinAt).congr_deriv (by
          linear_combination (-Real.exp (g * s)) * hc
            - 2 * J ^ 2 * Real.exp (g * s) * hB s hs)) hs
    simp only [H.A0, mul_zero, Real.exp_zero] at h
    have he : Real.exp (g * s) * Real.exp (-(g * s)) = 1 := by
      rw [← Real.exp_add, add_neg_cancel, Real.exp_zero]
    linear_combination Real.exp (-(g * s)) * h - (A s - 4 * J ^ 2 / g) * he
  have h := eq_initial (f := fun s => M s - meanSqDisp J g s) (fun s hs =>
    ((H.dM s hs).fun_sub (hasDerivAt_meanSqDisp J hg.ne' s).hasDerivWithinAt).congr_deriv
      (by rw [hA s hs, sub_self])) ht
  have h0 : meanSqDisp J g 0 = 0 := by simp [meanSqDisp]
  linear_combination h + H.M0 - h0

/-- For `g ≠ 0`, `meanSqDisp`, its rate of growth and zero coherence solve the moment
equations. -/
theorem moments_witness (J : ℝ) {g : ℝ} (hg : g ≠ 0) :
    Moments J g (meanSqDisp J g) (fun t => 4 * J ^ 2 / g * (1 - Real.exp (-(g * t))))
      (fun _ => 0) where
  dM t _ := (hasDerivAt_meanSqDisp J hg t).hasDerivWithinAt
  dA t _ := by
    have h1 := (((hasDerivAt_id' t).const_mul g).fun_neg).exp
    refine ((h1.const_sub 1).const_mul (4 * J ^ 2 / g)).hasDerivWithinAt.congr_deriv ?_
    field_simp
    ring
  dB t _ := (hasDerivWithinAt_const t (Ici 0) (0 : ℝ)).congr_deriv (by ring)
  M0 := by simp [meanSqDisp]
  A0 := by simp
  B0 := rfl

/-- For `x ≥ 0` the decay `exp(-x)` lies between its cubic and quadratic Taylor polynomials. -/
theorem exp_neg_bounds {x : ℝ} (hx : 0 ≤ x) :
    1 - x + x ^ 2 / 2 - x ^ 3 / 6 ≤ Real.exp (-x) ∧ Real.exp (-x) ≤ 1 - x + x ^ 2 / 2 := by
  have up : ∀ y : ℝ, 0 ≤ y → Real.exp (-y) ≤ 1 - y + y ^ 2 / 2 := fun y hy => by
    have h1 := Real.quadratic_le_exp_of_nonneg hy
    have h2 : Real.exp y * Real.exp (-y) = 1 := by
      rw [← Real.exp_add, add_neg_cancel, Real.exp_zero]
    have hq : 0 ≤ 1 - y + y ^ 2 / 2 := by nlinarith [sq_nonneg (y - 1)]
    have h3 : 1 ≤ (1 - y + y ^ 2 / 2) * Real.exp y := by
      nlinarith [mul_le_mul_of_nonneg_left h1 hq, sq_nonneg (y ^ 2)]
    have h4 := mul_le_mul_of_nonneg_right h3 (Real.exp_pos (-y)).le
    rwa [one_mul, mul_assoc, h2, mul_one] at h4
  refine ⟨?_, up x hx⟩
  -- the upper bound makes the remainder of the cubic polynomial increase
  have hd : ∀ y : ℝ, HasDerivAt
      (fun y => Real.exp (-y) - (1 - y + y ^ 2 / 2 - y ^ 3 / 6))
      (-Real.exp (-y) + (1 - y + y ^ 2 / 2)) y := fun y => by
    have i := hasDerivAt_id' y
    refine (i.fun_neg.exp.fun_sub (((i.const_sub 1).fun_add
      ((i.fun_pow 2).div_const 2)).fun_sub ((i.fun_pow 3).div_const 6))).congr_deriv ?_
    norm_num
    ring
  have mono := monotoneOn_of_deriv_nonneg (convex_Ici (0 : ℝ))
    (fun y _ => (hd y).continuousAt.continuousWithinAt)
    (fun y _ => (hd y).differentiableAt.differentiableWithinAt)
    (fun y hy => by
      rw [interior_Ici] at hy
      rw [(hd y).deriv]
      linarith [up y (mem_Ioi.1 hy).le])
  have h := mono (mem_Ici.2 le_rfl) (mem_Ici.2 hx) hx
  norm_num at h
  linarith

/-- For `g > 0` and `t ≥ 0` the mean-square displacement is at most the ballistic `2J²t²`, and
at least `2J²t²(1 - gt/3)`. -/
theorem meanSqDisp_bounds (J : ℝ) {g t : ℝ} (hg : 0 < g) (ht : 0 ≤ t) :
    2 * J ^ 2 * t ^ 2 * (1 - g * t / 3) ≤ meanSqDisp J g t ∧
    meanSqDisp J g t ≤ 2 * J ^ 2 * t ^ 2 := by
  obtain ⟨k, hk0, hk, e⟩ : ∃ k : ℝ, 0 ≤ k ∧ k * g ^ 2 = 4 * J ^ 2 ∧
      meanSqDisp J g t = k * (Real.exp (-(g * t)) - 1 + g * t) :=
    ⟨4 * J ^ 2 / g ^ 2, by positivity, div_mul_cancel₀ _ (pow_ne_zero 2 hg.ne'), by
      unfold meanSqDisp
      field_simp
      ring⟩
  obtain ⟨lo, hi⟩ := exp_neg_bounds (mul_nonneg hg.le ht)
  have e1 : 2 * J ^ 2 * t ^ 2 * (1 - g * t / 3)
      = k * ((g * t) ^ 2 / 2 - (g * t) ^ 3 / 6) := by
    linear_combination (-(t ^ 2 / 2 * (1 - g * t / 3))) * hk
  have e2 : 2 * J ^ 2 * t ^ 2 = k * ((g * t) ^ 2 / 2) := by
    linear_combination (-(t ^ 2 / 2)) * hk
  constructor
  · rw [e1, e]
    exact mul_le_mul_of_nonneg_left (by linarith) hk0
  · rw [e2, e]
    exact mul_le_mul_of_nonneg_left (by linarith) hk0

/-- Haken-Strobl transport for `g > 0` and zero initial moments: the closed form of `M`, its
ballistic bound for `t ≥ 0`, and the limits `M/t² → 2J²` at short times and
`M/(2t) → 2J²/g` at long times. -/
theorem ballistic_to_diffusive {J g : ℝ} {M A B : ℝ → ℝ} (H : Moments J g M A B)
    (hg : 0 < g) :
    (∀ t, 0 ≤ t → M t = 4 * J ^ 2 / g * (t + (Real.exp (-(g * t)) - 1) / g)) ∧
    (∀ t, 0 ≤ t → M t ≤ 2 * J ^ 2 * t ^ 2) ∧
    Tendsto (fun t => M t / t ^ 2) (𝓝[>] 0) (𝓝 (2 * J ^ 2)) ∧
    Tendsto (fun t => M t / (2 * t)) atTop (𝓝 (2 * J ^ 2 / g)) := by
  have hM : ∀ t, 0 ≤ t → M t = meanSqDisp J g t := fun t ht => H.eq_meanSqDisp hg ht
  have hup : ∀ t, 0 ≤ t → M t ≤ 2 * J ^ 2 * t ^ 2 := fun t ht => by
    rw [hM t ht]
    exact (meanSqDisp_bounds J hg ht).2
  refine ⟨hM, hup, ?_, ?_⟩
  · -- squeeze between the two short-time bounds
    have hl : Tendsto (fun t : ℝ => 2 * J ^ 2 * (1 - g * t / 3)) (𝓝[>] 0)
        (𝓝 (2 * J ^ 2)) := by
      have hc : Continuous (fun t : ℝ => 2 * J ^ 2 * (1 - g * t / 3)) := by fun_prop
      have h := (hc.tendsto 0).mono_left (nhdsWithin_le_nhds (s := Ioi 0))
      simpa using h
    refine tendsto_of_tendsto_of_tendsto_of_le_of_le' hl tendsto_const_nhds ?_ ?_
    · filter_upwards [self_mem_nhdsWithin] with t ht
      have ht : 0 < t := ht
      rw [le_div_iff₀ (pow_pos ht 2), hM t ht.le]
      linarith [(meanSqDisp_bounds J hg ht.le).1]
    · filter_upwards [self_mem_nhdsWithin] with t ht
      have ht : 0 < t := ht
      rw [div_le_iff₀ (pow_pos ht 2)]
      exact hup t ht.le
  · -- the exponential lies between 0 and 1, so the offset from linear growth is bounded
    have hl : Tendsto (fun t : ℝ => 2 * J ^ 2 / g * (1 - g⁻¹ * t⁻¹)) atTop
        (𝓝 (2 * J ^ 2 / g)) := by
      have h := (((tendsto_inv_atTop_zero (𝕜 := ℝ)).const_mul g⁻¹).const_sub 1).const_mul
        (2 * J ^ 2 / g)
      simpa using h
    refine tendsto_of_tendsto_of_tendsto_of_le_of_le' hl tendsto_const_nhds ?_ ?_
    · filter_upwards [eventually_gt_atTop 0] with t ht
      have h1 : t⁻¹ * t = 1 := inv_mul_cancel₀ ht.ne'
      have h2 : 2 * J ^ 2 / g * (1 - g⁻¹ * t⁻¹) * (2 * t) = 4 * J ^ 2 / g * (t - g⁻¹) := by
        linear_combination (-(4 * J ^ 2 / g * g⁻¹)) * h1
      have h3 : 0 ≤ Real.exp (-(g * t)) / g := by positivity
      rw [le_div_iff₀ (by positivity), hM t ht.le, h2]
      unfold meanSqDisp
      refine mul_le_mul_of_nonneg_left ?_ (by positivity)
      rw [sub_div, one_div]
      linarith
    · filter_upwards [eventually_gt_atTop 0] with t ht
      have h1 : Real.exp (-(g * t)) ≤ 1 :=
        Real.exp_le_one_iff.2 (neg_nonpos.2 (mul_pos hg ht).le)
      have h2 : (Real.exp (-(g * t)) - 1) / g ≤ 0 :=
        div_nonpos_of_nonpos_of_nonneg (by linarith) hg.le
      have h3 : 2 * J ^ 2 / g * (2 * t) = 4 * J ^ 2 / g * t := by ring
      rw [div_le_iff₀ (by positivity), hM t ht.le, h3]
      unfold meanSqDisp
      exact mul_le_mul_of_nonneg_left (by linarith) (by positivity)

end

end HakenStrobl
```

```lean
#print axioms HakenStrobl.evolvedSq_heisenberg
-- 'HakenStrobl.evolvedSq_heisenberg' depends on axioms: [propext, Classical.choice, Quot.sound]
#print axioms HakenStrobl.ballistic_to_diffusive
-- 'HakenStrobl.ballistic_to_diffusive' depends on axioms: [propext, Classical.choice, Quot.sound]
```

## Which chain the theorems describe

Operators are kernels `ℤ → ℤ → ℂ`, and `generator` is $\mathcal G$ written entry by entry. `generator_closure` proves the three operator identities by splitting on the distance between `m` and `n`. `evolvedSq_heisenberg` checks an explicit evolution of $x^2$, whose entry at the origin is $M(t)$.

The hypothesis `Moments J g M A B` contains the three differential equations for $t\ge0$, with one-sided derivatives at zero, and the zero initial values. From it and `0 < g`, `ballistic_to_diffusive` derives the closed form, the upper bound and both limits. `Moments.eq_meanSqDisp` uses the integrating factors above, with `eq_initial` turning a zero derivative into a constant; `exp_neg_bounds` and `meanSqDisp_bounds` supply the short-time squeeze. `moments_witness` shows that the equations have a solution.

The step from a density matrix to the moment equations, which exchanges a time derivative with an infinite sum, is assumed through `Moments`. Uniqueness is proved for $M$ on $t\ge0$, but not for the operator evolution. Finite chains, static disorder, longer-range coupling and correlated or coloured noise need their own analysis, and so does the error of a numerical integrator.
